# The sign of an invertible Hermitian matrix and the projector onto its negative-energy states

A zero-temperature calculation for non-interacting electrons can fill the levels below the chemical potential $\mu$ without computing individual orbitals. It evaluates the matrix sign $S$ of the shifted one-particle Hamiltonian $H=h-\mu 1$, written in a finite orthonormal basis, and takes $Q=(1-S)/2$ as the one-particle density matrix. Here the matrix sign of $H$ means the unitary matrix $S$ for which $SH$ is positive definite. The problems below show that it exists exactly when no level lies at $\mu$, that it is then unique and replaces each energy of $H$ by its sign, and that $Q$ projects onto the span of the eigenvectors with levels below $\mu$. That the electrons occupy precisely the levels below $\mu$ is a physical input, separate from the matrix result.

In the code, `n` is the finite set of basis labels, not a number, and a state is a vector `n → ℂ`, not necessarily normalised. The adjoint $U^\dagger$ is written `Uᴴ`. `PosDef` means that a matrix $M$ is Hermitian and $v^\dagger Mv>0$ for every $v\neq0$.

In Lean 4 with Mathlib:

```lean
import Mathlib

open Matrix
open scoped ComplexOrder

namespace MatrixSignFunction

noncomputable section

variable {n : Type*} [Fintype n] [DecidableEq n] {H S U : Matrix n n ℂ}
```

The negative-energy space is defined from $H$ alone, as a complex span. Its generating set also admits the zero vector, which does not change the span.

```lean
/-- The span of all eigenvectors of `H` with negative energy. -/
def negativeEnergySpace (H : Matrix n n ℂ) : Submodule ℂ (n → ℂ) :=
  Submodule.span ℂ {v | ∃ e : ℝ, e < 0 ∧ H *ᵥ v = (e : ℂ) • v}
```

The name `signProjector` stands for the matrix $Q$ for any $S$; that it is a projector for the right $S$ is shown in (h).

```lean
/-- The matrix `(1 - S) / 2`. -/
def signProjector (S : Matrix n n ℂ) : Matrix n n ℂ := (1 / 2 : ℂ) • (1 - S)
```

## (a) The action of SH on an eigenvector

Let $H$ be Hermitian, $S$ unitary and $SH$ positive definite. For $Hv=ev$ with $e$ real, show that
$$SHv=|e|\,v.$$

Write $P=SH$. Since $P$ is Hermitian,
$$P^2=P^\dagger P=HS^\dagger SH=H^2,$$
so $P^2v=e^2v=|e|^2v$. Put $w=Pv-|e|v$. Then
$$Pw=|e|^2v-|e|Pv=-|e|w.$$
If $w\neq0$, positivity requires $w^\dagger Pw>0$, whereas $w^\dagger Pw=-|e|\,w^\dagger w\le0$. Hence $w=0$.

In the proof, `hPP` is the equality of squares and `hneg` is the equation for $w$.

```lean
/-- If `H` is Hermitian, `S` unitary and `S H` positive definite, then `S H` multiplies
an eigenvector of `H` with energy `e` by `|e|`. -/
theorem abs_mulVec (hH : H.IsHermitian) (hS : S ∈ unitaryGroup n ℂ)
    (hP : (S * H).PosDef) {v : n → ℂ} {e : ℝ} (hv : H *ᵥ v = (e : ℂ) • v) :
    (S * H) *ᵥ v = ((|e| : ℝ) : ℂ) • v := by
  have hSS : Sᴴ * S = 1 := mem_unitaryGroup_iff'.mp hS
  -- `S H` and `H` have the same square
  have hPP : S * H * (S * H) = H * H := by
    calc S * H * (S * H) = (S * H)ᴴ * (S * H) := by rw [hP.isHermitian.eq]
      _ = Hᴴ * (Sᴴ * S) * H := by
        rw [conjTranspose_mul]
        simp only [Matrix.mul_assoc]
      _ = H * H := by rw [hSS, hH.eq, mul_one]
  have hsq : (S * H) *ᵥ ((S * H) *ᵥ v) = (((|e| : ℝ) : ℂ) * ((|e| : ℝ) : ℂ)) • v := by
    rw [mulVec_mulVec, hPP, ← mulVec_mulVec, hv, mulVec_smul, hv, smul_smul,
      ← Complex.ofReal_mul, ← Complex.ofReal_mul, abs_mul_abs_self]
  -- the deviation `w` would be an eigenvector of `S H` with eigenvalue `-|e|`
  by_contra hne
  have hw := hP.dotProduct_mulVec_pos (sub_ne_zero.mpr hne)
  have hneg : (S * H) *ᵥ ((S * H) *ᵥ v - ((|e| : ℝ) : ℂ) • v)
      = (-((|e| : ℝ) : ℂ)) • ((S * H) *ᵥ v - ((|e| : ℝ) : ℂ) • v) := by
    rw [mulVec_sub, mulVec_smul, hsq]
    module
  rw [hneg, dotProduct_smul, smul_eq_mul, neg_mul] at hw
  have he : (0 : ℂ) ≤ ((|e| : ℝ) : ℂ) := by exact_mod_cast abs_nonneg e
  exact absurd (neg_pos.mp hw) (not_lt_of_ge (mul_nonneg he (dotProduct_star_self_nonneg _)))
```

## (b) The action of S on an eigenvector

Under the same assumptions, show that
$$Sv=\operatorname{sgn}(e)\,v,$$
where $\operatorname{sgn}$ is $-1$, $0$ or $1$.

By (a), $e\,Sv=SHv=|e|v$. For $e\neq0$, divide by $e$ and use $|e|/e=\operatorname{sgn}(e)$. For $e=0$, (a) gives $SHv=0$, so $v^\dagger SHv=0$. Positive definiteness then forces $v=0$, and both sides vanish.

The three branches of `lt_trichotomy` are these cases, with the two signs of $e$ treated separately.

```lean
/-- If `H` is Hermitian, `S` unitary and `S H` positive definite, then `S` multiplies
an eigenvector of `H` by the sign of its energy. -/
theorem sign_mulVec (hH : H.IsHermitian) (hS : S ∈ unitaryGroup n ℂ)
    (hP : (S * H).PosDef) {v : n → ℂ} {e : ℝ} (hv : H *ᵥ v = (e : ℂ) • v) :
    S *ᵥ v = ((Real.sign e : ℝ) : ℂ) • v := by
  have h := abs_mulVec hH hS hP hv
  have h' : (e : ℂ) • (S *ᵥ v) = ((|e| : ℝ) : ℂ) • v := by
    rw [← h, ← mulVec_mulVec, hv, mulVec_smul]
  rcases lt_trichotomy e 0 with he | he | he
  · have hc : (e : ℂ) ≠ 0 := by exact_mod_cast he.ne
    apply smul_right_injective (n → ℂ) hc
    change (e : ℂ) • (S *ᵥ v) = (e : ℂ) • (((Real.sign e : ℝ) : ℂ) • v)
    rw [h', abs_of_neg he, Real.sign_of_neg he, smul_smul]
    congr 1
    push_cast
    ring
  · -- a zero-energy vector must vanish
    have hv0 : v = 0 := by
      by_contra hne
      have hpos := hP.dotProduct_mulVec_pos hne
      rw [h, he, abs_zero, Complex.ofReal_zero, zero_smul, dotProduct_zero] at hpos
      exact lt_irrefl _ hpos
    rw [hv0, mulVec_zero, smul_zero]
  · have hc : (e : ℂ) ≠ 0 := by exact_mod_cast he.ne'
    apply smul_right_injective (n → ℂ) hc
    change (e : ℂ) • (S *ᵥ v) = (e : ℂ) • (((Real.sign e : ℝ) : ℂ) • v)
    rw [h', abs_of_pos he, Real.sign_of_pos he, Complex.ofReal_one, one_smul]
```

## (c) Diagonalising H

Show that a Hermitian $H$ has a unitary $U$ and real energies $d_j$ with
$$H=U\,\mathrm{diag}(d)\,U^\dagger.$$

By the spectral theorem $H$ has an orthonormal basis of eigenvectors. Let them be the columns $u_j$ of $U$. Then $(U^\dagger HU)_{ij}=u_i^\dagger Hu_j=d_j\delta_{ij}$, and $d_j=u_j^\dagger Hu_j$ is real because $H$ is Hermitian. Multiply by $U$ on the left and $U^\dagger$ on the right.

The spectral theorem is taken from Mathlib.

```lean
/-- A Hermitian matrix is diagonalised by a unitary, with real energies `d`. -/
theorem exists_energies (hH : H.IsHermitian) : ∃ U ∈ unitaryGroup n ℂ, ∃ d : n → ℝ,
    H = U * diagonal (fun i => (d i : ℂ)) * Uᴴ := by
  have h := hH.spectral_theorem
  rw [Unitary.conjStarAlgAut_apply] at h
  exact ⟨hH.eigenvectorUnitary, hH.eigenvectorUnitary.2, hH.eigenvalues, h⟩
```

## (d) Columns of any diagonalising unitary

Given any factorisation as in (c), with $U$ unitary, let $u_j$ be column $j$ of $U$, with components $U_{kj}$. Show that
$$Hu_j=d_ju_j.$$

Since $U^\dagger U=1$, we have $HU=U\,\mathrm{diag}(d)$. Column $j$ of this equation is the claim. The code reads it off entry by entry.

```lean
/-- If `H = U diag(d) U†` with `U` unitary, column `j` of `U` is an eigenvector of `H`
with energy `d j`. -/
theorem column_eigenvector (hU : U ∈ unitaryGroup n ℂ) {d : n → ℝ}
    (hd : H = U * diagonal (fun i => (d i : ℂ)) * Uᴴ) (j : n) :
    H *ᵥ (fun k => U k j) = (d j : ℂ) • (fun k => U k j) := by
  have hUU : Uᴴ * U = 1 := mem_unitaryGroup_iff'.mp hU
  have h : H * U = U * diagonal (fun i => (d i : ℂ)) := by
    rw [hd, Matrix.mul_assoc, hUU, mul_one]
  funext i
  have hij := congrFun (congrFun h i) j
  rw [mul_diagonal] at hij
  exact hij.trans (mul_comm _ _)
```

## (e) S in the energy eigenbasis

With $H$ and $S$ as in (a) and any such factorisation of $H$, show that
$$S=U\,\mathrm{diag}(\operatorname{sgn}d)\,U^\dagger.$$

By (d) and (b), $Su_j=\operatorname{sgn}(d_j)u_j$. Collecting columns gives $SU=U\,\mathrm{diag}(\operatorname{sgn}d)$, and multiplication by $U^\dagger$ on the right finishes the argument. The right-hand side contains only data of $H$, so two admissible matrices $S$ must coincide.

```lean
/-- Let `H = U diag(d) U†` be Hermitian with `U` unitary and `d` real. A unitary `S` with
`S H` positive definite is `H` with every energy replaced by its sign. -/
theorem sign_eq_spectral (hH : H.IsHermitian) (hS : S ∈ unitaryGroup n ℂ)
    (hP : (S * H).PosDef) (hU : U ∈ unitaryGroup n ℂ) {d : n → ℝ}
    (hd : H = U * diagonal (fun i => (d i : ℂ)) * Uᴴ) :
    S = U * diagonal (fun i => ((Real.sign (d i) : ℝ) : ℂ)) * Uᴴ := by
  have hUU : U * Uᴴ = 1 := mem_unitaryGroup_iff.mp hU
  have h : S * U = U * diagonal (fun i => ((Real.sign (d i) : ℝ) : ℂ)) := by
    ext i j
    have hij := congrFun (sign_mulVec hH hS hP (column_eigenvector hU hd j)) i
    rw [mul_diagonal]
    exact hij.trans (mul_comm _ _)
  rw [← h, Matrix.mul_assoc, hUU, mul_one]
```

## (f) When a sign exists

For Hermitian $H$, show that
$$\text{a unitary }S\text{ with }SH\text{ positive definite exists}\iff\det H\neq0.$$
The determinant condition says that no level lies at the zero of energy.

If $S$ exists, then $\det S\,\det H=\det(SH)>0$, so $\det H\neq0$.

Conversely, $\det H=\det U\,\prod_i d_i\,\det U^\dagger$, so every $d_i$ is nonzero. Take $S=U\,\mathrm{diag}(\operatorname{sgn}d)\,U^\dagger$. It is Hermitian, and $S^2=UU^\dagger=1$, so it is unitary. Moreover $SH=U\,\mathrm{diag}(|d|)\,U^\dagger$, and for $v\neq0$
$$v^\dagger SHv=\sum_i|d_i|\,|(U^\dagger v)_i|^2>0,$$
because $U^\dagger v\neq0$.

The step `key` cancels the inner $U^\dagger U$, and `hinj` says that $U^\dagger$ is injective.

```lean
/-- For Hermitian `H`, a unitary `S` with `S H` positive definite exists exactly when
`H` is invertible. -/
theorem exists_sign_iff (hH : H.IsHermitian) :
    (∃ S ∈ unitaryGroup n ℂ, (S * H).PosDef) ↔ H.det ≠ 0 := by
  constructor
  · rintro ⟨S, -, hP⟩ h0
    have h := hP.det_pos
    rw [det_mul, h0, mul_zero] at h
    exact lt_irrefl _ h
  · intro h0
    obtain ⟨U, hU, d, hd⟩ := exists_energies hH
    have hUU : U * Uᴴ = 1 := mem_unitaryGroup_iff.mp hU
    have hUU' : Uᴴ * U = 1 := mem_unitaryGroup_iff'.mp hU
    have hne : ∀ i, d i ≠ 0 := by
      intro i hi
      apply h0
      rw [hd, det_mul, det_mul, det_diagonal,
        Finset.prod_eq_zero (Finset.mem_univ i) (by simp [hi]), mul_zero, zero_mul]
    have key : ∀ A B : Matrix n n ℂ, U * A * Uᴴ * (U * B * Uᴴ) = U * (A * B) * Uᴴ := by
      intro A B
      calc U * A * Uᴴ * (U * B * Uᴴ) = U * A * (Uᴴ * U) * B * Uᴴ := by
            simp only [Matrix.mul_assoc]
        _ = U * (A * B) * Uᴴ := by rw [hUU', mul_one, Matrix.mul_assoc U A B]
    refine ⟨U * diagonal (fun i => ((Real.sign (d i) : ℝ) : ℂ)) * Uᴴ, ?_, ?_⟩
    · have hD : (diagonal (fun i => ((Real.sign (d i) : ℝ) : ℂ)))ᴴ
          = diagonal (fun i => ((Real.sign (d i) : ℝ) : ℂ)) := by
        rw [diagonal_conjTranspose]
        congr 1
        funext i
        exact Complex.conj_ofReal _
      have hone : diagonal (fun i => ((Real.sign (d i) : ℝ) : ℂ))
          * diagonal (fun i => ((Real.sign (d i) : ℝ) : ℂ)) = 1 := by
        rw [diagonal_mul_diagonal, ← diagonal_one]
        congr 1
        funext i
        rcases lt_or_gt_of_ne (hne i) with hi | hi
        · simp [Real.sign_of_neg hi]
        · simp [Real.sign_of_pos hi]
      rw [mem_unitaryGroup_iff, star_eq_conjTranspose, conjTranspose_mul, conjTranspose_mul,
        conjTranspose_conjTranspose, hD, ← Matrix.mul_assoc U, key, hone, mul_one, hUU]
    · -- the product has the positive energies `sign(d) d`
      have hpos : (diagonal (fun i => ((Real.sign (d i) : ℝ) : ℂ) * (d i : ℂ))).PosDef := by
        apply PosDef.diagonal
        intro i
        have hi : 0 < Real.sign (d i) * d i := by
          rcases lt_or_gt_of_ne (hne i) with hi | hi
          · rw [Real.sign_of_neg hi]; linarith
          · rw [Real.sign_of_pos hi]; linarith
        exact_mod_cast hi
      have hinj : Function.Injective (Uᴴ).mulVec := by
        intro x y hxy
        have h := congrArg (fun z => U *ᵥ z) hxy
        simpa only [mulVec_mulVec, hUU, one_mulVec] using h
      have h := hpos.conjTranspose_mul_mul_same hinj
      rw [conjTranspose_conjTranspose] at h
      rw [hd, key, diagonal_mul_diagonal]
      exact h
```

## (g) The range of Q

With $H$ and $S$ as in (a), show that
$$\operatorname{range}Q=\operatorname{span}\{v: Hv=ev,\ e<0\}.$$

By (b), $Qv=v$ for $e<0$ and $Qv=0$ for $e>0$. By (f), no $d_j$ vanishes. Expanding $x=UU^\dagger x=\sum_j(U^\dagger x)_ju_j$ gives
$$Qx=\sum_{d_j<0}(U^\dagger x)_ju_j,$$
which lies in the span. Conversely, each negative-energy eigenvector satisfies $v=Qv$ and so lies in the range, which is a subspace.

The two inclusions are the two branches after `le_antisymm`; `hfix` is $Qv=v$.

```lean
/-- If `H` is Hermitian, `S` unitary and `S H` positive definite, the range of `(1 - S) / 2`
is the span of the negative-energy eigenvectors of `H`. -/
theorem range_signProjector (hH : H.IsHermitian) (hS : S ∈ unitaryGroup n ℂ)
    (hP : (S * H).PosDef) :
    LinearMap.range (signProjector S).mulVecLin = negativeEnergySpace H := by
  have hproj : ∀ v, (signProjector S).mulVecLin v = (1 / 2 : ℂ) • (v - S *ᵥ v) := by
    intro v
    rw [mulVecLin_apply, signProjector, smul_mulVec, sub_mulVec, one_mulVec]
  have hfix : ∀ (v : n → ℂ) (e : ℝ), e < 0 → H *ᵥ v = (e : ℂ) • v →
      (signProjector S).mulVecLin v = v := by
    intro v e he hv
    rw [hproj, sign_mulVec hH hS hP hv, Real.sign_of_neg he]
    push_cast
    module
  apply le_antisymm
  · rintro _ ⟨x, rfl⟩
    obtain ⟨U, hU, d, hd⟩ := exists_energies hH
    have hUU : U * Uᴴ = 1 := mem_unitaryGroup_iff.mp hU
    -- expand the state in the energy eigenbasis
    have hx : x = ∑ j, (Uᴴ *ᵥ x) j • (fun k => U k j) := by
      have h1 : U *ᵥ (Uᴴ *ᵥ x) = x := by rw [mulVec_mulVec, hUU, one_mulVec]
      funext i
      rw [Finset.sum_apply]
      refine (congrFun h1 i).symm.trans ?_
      exact Finset.sum_congr rfl (fun j _ => mul_comm _ _)
    rw [hx, map_sum]
    refine Submodule.sum_mem _ (fun j _ => ?_)
    rw [map_smul]
    apply Submodule.smul_mem
    have hj := column_eigenvector hU hd j
    rcases lt_trichotomy (d j) 0 with h | h | h
    · rw [hfix _ _ h hj]
      exact Submodule.subset_span ⟨d j, h, hj⟩
    · exfalso
      apply (exists_sign_iff hH).mp ⟨S, hS, hP⟩
      rw [hd, det_mul, det_mul, det_diagonal,
        Finset.prod_eq_zero (Finset.mem_univ j) (by simp [h]), mul_zero, zero_mul]
    · rw [hproj, sign_mulVec hH hS hP hj, Real.sign_of_pos h, Complex.ofReal_one, one_smul,
        sub_self, smul_zero]
      exact Submodule.zero_mem _
  · apply Submodule.span_le.mpr
    rintro v ⟨e, he, hv⟩
    exact ⟨v, hfix v e he hv⟩
```

## (h) The sign and its projector

For Hermitian $H$ with $\det H\neq0$, show that there is a unitary $S$ with $SH$ positive definite and
$$S^\dagger=S,\qquad SH=HS,\qquad Q^\dagger=Q,\qquad Q^2=Q,$$
that $Q$ has the range found in (g), and that no other unitary $T$ makes $TH$ positive definite.

Part (f) supplies $S$, and (e) shows that it is Hermitian and unique. Since $SH$ is Hermitian, $SH=(SH)^\dagger=HS$. Also $S^2=SS^\dagger=1$, so $Q^\dagger=Q$ and
$$Q^2=\tfrac14(1-2S+S^2)=\tfrac12(1-S)=Q.$$
A Hermitian idempotent is an orthogonal projector, here onto the negative-energy space. Uniqueness holds among all unitaries: $T$ is not assumed to be Hermitian or to commute with $H$.

For a single level, $H=(e)$ with $e\neq0$, and $T$ is a phase. Only the phase $e/|e|$ makes $Te$ positive, and $Q$ is $1$ for $e<0$ and $0$ for $e>0$. The sign jumps as $e$ passes through zero.

```lean
/-- An invertible Hermitian `H` has a Hermitian unitary `S` that commutes with it and makes
`S H` positive definite; no other unitary `T` makes `T H` positive definite. The matrix
`(1 - S) / 2` is the orthogonal projector onto the span of negative-energy eigenvectors. -/
theorem matrix_sign (hH : H.IsHermitian) (h0 : H.det ≠ 0) :
    ∃ S : Matrix n n ℂ,
      (S.IsHermitian ∧ S ∈ unitaryGroup n ℂ ∧ S * H = H * S ∧ (S * H).PosDef) ∧
      (∀ T ∈ unitaryGroup n ℂ, (T * H).PosDef → T = S) ∧
      (signProjector S).IsHermitian ∧
      signProjector S * signProjector S = signProjector S ∧
      LinearMap.range (signProjector S).mulVecLin = negativeEnergySpace H := by
  obtain ⟨S, hS, hP⟩ := (exists_sign_iff hH).mpr h0
  obtain ⟨U, hU, d, hd⟩ := exists_energies hH
  have hspec := sign_eq_spectral hH hS hP hU hd
  have hherm : Sᴴ = S := by
    have hD : (diagonal (fun i => ((Real.sign (d i) : ℝ) : ℂ)))ᴴ
        = diagonal (fun i => ((Real.sign (d i) : ℝ) : ℂ)) := by
      rw [diagonal_conjTranspose]
      congr 1
      funext i
      exact Complex.conj_ofReal _
    rw [hspec, conjTranspose_mul, conjTranspose_mul, conjTranspose_conjTranspose, hD,
      Matrix.mul_assoc]
  have hcomm : S * H = H * S := by
    have h := hP.isHermitian.eq
    rw [conjTranspose_mul, hH.eq, hherm] at h
    exact h.symm
  have hSS : S * S = 1 := by
    have h : S * Sᴴ = 1 := mem_unitaryGroup_iff.mp hS
    rwa [hherm] at h
  refine ⟨S, ⟨hherm, hS, hcomm, hP⟩, ?_, ?_, ?_, range_signProjector hH hS hP⟩
  · intro T hT hTP
    exact (sign_eq_spectral hH hT hTP hU hd).trans hspec.symm
  · change (signProjector S)ᴴ = signProjector S
    rw [signProjector, conjTranspose_smul, conjTranspose_sub, conjTranspose_one, hherm]
    congr 1
    simp
  · have h : (1 - S) * (1 - S) = (2 : ℂ) • (1 - S) := by
      calc (1 - S) * (1 - S) = 1 - S - S + S * S := by noncomm_ring
        _ = (2 : ℂ) • (1 - S) := by rw [hSS]; module
    rw [signProjector, smul_mul_smul_comm, h, smul_smul]
    congr 1
    norm_num
```

## (i) Levels at plus or minus one energy

Let $H$ be Hermitian with $H^2=\varepsilon^2 1$ and $\varepsilon>0$, so that every level lies at $\varepsilon$ or $-\varepsilon$. A traceless two-level Hamiltonian $\mathbf b\cdot\boldsymbol\sigma$, with $\boldsymbol\sigma$ the Pauli matrices and $\mathbf b$ a nonzero real vector, is an example with $\varepsilon=|\mathbf b|$. Show that the conditions "$S$ unitary, $SH$ positive definite" hold exactly when
$$S=H/\varepsilon.$$

The matrix $H/\varepsilon$ is Hermitian with square $1$, hence unitary, and $(H/\varepsilon)H=\varepsilon 1$ is positive definite. By (f), $\det H\neq0$, so the uniqueness in (h) excludes any other $S$.

In the code, `hU` and `hP` verify the two conditions, and `huniq` is the uniqueness from (h).

```lean
/-- If a Hermitian `H` satisfies `H² = ε²` with `ε > 0`, then `H / ε` is the only unitary `S`
with `S H` positive definite. -/
theorem sign_of_sq_eq (hH : H.IsHermitian) {ε : ℝ} (hε : 0 < ε)
    (hsq : H * H = ((ε : ℂ) ^ 2) • (1 : Matrix n n ℂ)) (S : Matrix n n ℂ) :
    (S ∈ unitaryGroup n ℂ ∧ (S * H).PosDef) ↔ S = (ε : ℂ)⁻¹ • H := by
  have hc : (ε : ℂ) ≠ 0 := by exact_mod_cast hε.ne'
  have hU : (ε : ℂ)⁻¹ • H ∈ unitaryGroup n ℂ := by
    have hs : star ((ε : ℂ)⁻¹) = (ε : ℂ)⁻¹ := by
      rw [← Complex.ofReal_inv]
      exact Complex.conj_ofReal _
    rw [mem_unitaryGroup_iff, star_eq_conjTranspose, conjTranspose_smul, hH.eq, hs,
      smul_mul_smul_comm, hsq, smul_smul]
    have h1 : (ε : ℂ)⁻¹ * (ε : ℂ)⁻¹ * (ε : ℂ) ^ 2 = 1 := by field_simp
    rw [h1, one_smul]
  have hP : (((ε : ℂ)⁻¹ • H) * H).PosDef := by
    have h1 : (ε : ℂ)⁻¹ * (ε : ℂ) ^ 2 = (ε : ℂ) := by field_simp
    rw [Matrix.smul_mul, hsq, smul_smul, h1, smul_one_eq_diagonal]
    apply PosDef.diagonal
    intro i
    exact_mod_cast hε
  constructor
  · rintro ⟨hS, hSP⟩
    obtain ⟨R, -, huniq, -⟩ := matrix_sign hH ((exists_sign_iff hH).mp ⟨S, hS, hSP⟩)
    exact (huniq S hS hSP).trans (huniq _ hU hP).symm
  · rintro rfl
    exact ⟨hU, hP⟩

end

end MatrixSignFunction
```

```lean
#print axioms MatrixSignFunction.matrix_sign
#print axioms MatrixSignFunction.sign_of_sq_eq
```

```
'MatrixSignFunction.matrix_sign' depends on axioms: [propext, Classical.choice, Quot.sound]
'MatrixSignFunction.sign_of_sq_eq' depends on axioms: [propext, Classical.choice, Quot.sound]
```
